# Positive definiteness of every real power of the PAW overlap operator with orthonormal projector vectors and channel strengths above −1

In a finite-dimensional model of the projector augmented-wave (PAW) overlap operator, finitely many projector vectors η_i are orthonormal in the standard inner product of ℂⁿ, and the real channel strengths satisfy o_i > −1. The theorem `overlapPow_posDef` states that for every real a the matrix S(a) = 1 + ∑_i ((1 + o_i)^a − 1) η_i η_i† is positive definite: it is Hermitian, and x†S(a)x > 0 for every nonzero x, normalised or not. The attempt takes Hermiticity from an earlier lemma and writes x†S(a)x as the squared norm of S(a/2)x. That vector cannot vanish for nonzero x, because S(−a/2) undoes S(a/2).

As first written in Lean, the proof fails:

```lean
import Mathlib

open Matrix
open scoped ComplexOrder

namespace PAWOverlap

noncomputable section

variable {n ι : Type*} [Fintype n] [DecidableEq n] [Fintype ι] [DecidableEq ι]

/-- The projector vectors `η i` are orthonormal in the standard inner product of `ℂⁿ`. -/
def IsOrthonormalFamily (η : ι → n → ℂ) : Prop :=
  ∀ i j, star (η i) ⬝ᵥ η j = if i = j then 1 else 0

/-- The outer product `v v†`. -/
def proj (v : n → ℂ) : Matrix n n ℂ := vecMulVec v (star v)

/-- The PAW overlap operator `1 + ∑ i, c i η_i η_i†` with real channel strengths `c i`. -/
def overlap (η : ι → n → ℂ) (c : ι → ℝ) : Matrix n n ℂ :=
  1 + ∑ i, (c i : ℂ) • proj (η i)

/-- The operator `S(a) = 1 + ∑ i, ((1 + o i)^a - 1) η_i η_i†`. -/
def overlapPow (η : ι → n → ℂ) (o : ι → ℝ) (a : ℝ) : Matrix n n ℂ :=
  overlap η (fun i => (1 + o i) ^ a - 1)

/-- The product of two overlap operators with the same orthonormal projector vectors is again
one, with channel strengths `c + d + c d`. -/
theorem overlap_mul {η : ι → n → ℂ} (h : IsOrthonormalFamily η) (c d : ι → ℝ) :
    overlap η c * overlap η d = overlap η (fun i => c i + d i + c i * d i) := by
  -- the outer products are mutually orthogonal projectors
  have hP : ∀ i j, proj (η i) * proj (η j) = if i = j then proj (η i) else 0 := by
    intro i j
    have entry : ∀ a b, (proj (η i) * proj (η j)) a b
        = η i a * (star (η i) ⬝ᵥ η j) * star (η j) b := by
      intro a b
      simp only [proj, Matrix.mul_apply, Matrix.vecMulVec_apply, dotProduct,
        Finset.mul_sum, Finset.sum_mul]
      exact Finset.sum_congr rfl fun k _ => by ring
    ext a b
    rw [entry, h i j]
    by_cases hij : i = j
    · subst hij
      simp [proj, Matrix.vecMulVec_apply]
    · simp [hij]
  -- hence only the diagonal terms of the double sum survive
  have key : (∑ i, (c i : ℂ) • proj (η i)) * (∑ j, (d j : ℂ) • proj (η j))
      = ∑ i, ((c i * d i : ℝ) : ℂ) • proj (η i) := by
    rw [Finset.sum_mul]
    refine Finset.sum_congr rfl fun i _ => ?_
    rw [Finset.mul_sum, Finset.sum_eq_single i]
    · rw [smul_mul_smul_comm, hP, if_pos rfl, Complex.ofReal_mul]
    · intro j _ hj
      rw [smul_mul_smul_comm, hP, if_neg (Ne.symm hj), smul_zero]
    · intro hi
      exact absurd (Finset.mem_univ i) hi
  have split : ∑ i, ((c i + d i + c i * d i : ℝ) : ℂ) • proj (η i)
      = ∑ i, (c i : ℂ) • proj (η i) + ∑ i, (d i : ℂ) • proj (η i)
        + ∑ i, ((c i * d i : ℝ) : ℂ) • proj (η i) := by
    simp only [Complex.ofReal_add, add_smul, Finset.sum_add_distrib]
  simp only [overlap]
  rw [split, ← key, add_mul, one_mul, mul_add, mul_one]
  abel

omit [Fintype n] [DecidableEq ι] in
/-- The overlap operator is Hermitian. -/
theorem overlap_conjTranspose (η : ι → n → ℂ) (c : ι → ℝ) :
    (overlap η c)ᴴ = overlap η c := by
  rw [overlap, Matrix.conjTranspose_add, Matrix.conjTranspose_one, Matrix.conjTranspose_sum]
  congr 1
  refine Finset.sum_congr rfl fun i _ => ?_
  ext a b
  simp only [Matrix.conjTranspose_apply, Matrix.smul_apply, proj, Matrix.vecMulVec_apply,
    Pi.star_apply, smul_eq_mul, star_mul', Complex.star_def, Complex.conj_ofReal,
    Complex.conj_conj]
  ring

omit [Fintype n] [DecidableEq ι] in
/-- `S(0)` is the identity and `S(1)` is the overlap operator with strengths `o`. -/
theorem overlapPow_zero_one (η : ι → n → ℂ) (o : ι → ℝ) :
    overlapPow η o 0 = 1 ∧ overlapPow η o 1 = overlap η o := by
  constructor
  · simp [overlapPow, overlap]
  · simp only [overlapPow, Real.rpow_one, add_sub_cancel_left]

/-- The group law `S(a) S(b) = S(a + b)` for all real exponents. -/
theorem overlapPow_mul {η : ι → n → ℂ} (h : IsOrthonormalFamily η) {o : ι → ℝ}
    (ho : ∀ i, -1 < o i) (a b : ℝ) :
    overlapPow η o a * overlapPow η o b = overlapPow η o (a + b) := by
  unfold overlapPow
  rw [overlap_mul h]
  congr 1
  funext i
  have hpos : 0 < 1 + o i := by linarith [ho i]
  simp only [Real.rpow_add hpos]
  ring

/-- Inner products of transformed states: `⟨S(a) x, S(b) y⟩ = ⟨x, S(a + b) y⟩`. -/
theorem overlapPow_inner {η : ι → n → ℂ} (h : IsOrthonormalFamily η) {o : ι → ℝ}
    (ho : ∀ i, -1 < o i) (a b : ℝ) (x y : n → ℂ) :
    star (overlapPow η o a *ᵥ x) ⬝ᵥ (overlapPow η o b *ᵥ y)
      = star x ⬝ᵥ (overlapPow η o (a + b) *ᵥ y) := by
  have hH : (overlapPow η o a)ᴴ = overlapPow η o a := overlap_conjTranspose _ _
  rw [Matrix.star_mulVec, hH, ← Matrix.dotProduct_mulVec, Matrix.mulVec_mulVec,
    overlapPow_mul h ho]

/-- Every real power `S(a)` of the overlap operator is positive definite. -/
theorem overlapPow_posDef {η : ι → n → ℂ} (h : IsOrthonormalFamily η) {o : ι → ℝ}
    (ho : ∀ i, -1 < o i) (a : ℝ) : (overlapPow η o a).PosDef := by
  refine Matrix.posDef_iff_dotProduct_mulVec.mpr ⟨overlap_conjTranspose _ _, ?_⟩
  intro x hx
  -- the expectation value is the squared norm of `S(a/2) x`
  have key := overlapPow_inner h ho (a / 2) (a / 2) x x
  rw [add_halves] at key
  have hy : overlapPow η o (a / 2) *ᵥ x ≠ 0 := by
    intro h0
    apply hx
    calc x = overlapPow η o (-(a / 2)) *ᵥ (overlapPow η o (a / 2) *ᵥ x) := by
          rw [Matrix.mulVec_mulVec, overlapPow_mul h ho, neg_add_cancel,
            (overlapPow_zero_one η o).1, Matrix.one_mulVec]
      _ = 0 := by rw [h0, Matrix.mulVec_zero]
  rw [← key, dotProduct_comm]
  exact lt_of_le_of_ne (dotProduct_star_self_nonneg _)
    (fun h0 => hy (dotProduct_star_self_eq_zero.mp h0.symm))

end

end PAWOverlap
```

Lean reports:

```
Main.lean:124:51: error: Application type mismatch: The argument
  Eq.symm h0
has type
  overlapPow η o (a / 2) *ᵥ x ⬝ᵥ star (overlapPow η o (a / 2) *ᵥ x) = 0
but is expected to have type
  star (overlapPow η o (a / 2) *ᵥ x) ⬝ᵥ overlapPow η o (a / 2) *ᵥ x = 0
in the application
  dotProduct_star_self_eq_zero.mp (Eq.symm h0)
Main.lean:123:23: error: Application type mismatch: The argument
  dotProduct_star_self_nonneg ?m.208
has type
  0 ≤ star ?m.208 ⬝ᵥ ?m.208
but is expected to have type
  0 ≤ overlapPow η o (a / 2) *ᵥ x ⬝ᵥ star (overlapPow η o (a / 2) *ᵥ x)
in the application
  lt_of_le_of_ne (dotProduct_star_self_nonneg ?m.208)
```

Write y for `overlapPow η o (a / 2) *ᵥ x`. After `rw [← key]` the goal is already `0 < star y ⬝ᵥ y`, but the further rewrite with `dotProduct_comm` turns it into `0 < y ⬝ᵥ star y`. Both messages come from this swap. The first says that `h0.symm` proves `y ⬝ᵥ star y = 0`, where `dotProduct_star_self_eq_zero.mp` needs `star y ⬝ᵥ y = 0`. The second says that `dotProduct_star_self_nonneg` gives nonnegativity with `star` on the left factor, where the goal now has it on the right. The two products are equal by commutativity, but Lean does not apply that theorem by itself when it checks the type of an argument.

Dropping `dotProduct_comm` leaves the goal in the form both lemmas use, so the final step passes unchanged.

The other change only corrects a comment, with no effect on compilation: x need not be normalised, so x†S(a)x is a quadratic form and not in general an expectation value.

The mended proof, as a diff:

```diff
@@ -110,5 +110,5 @@
   refine Matrix.posDef_iff_dotProduct_mulVec.mpr ⟨overlap_conjTranspose _ _, ?_⟩
   intro x hx
-  -- the expectation value is the squared norm of `S(a/2) x`
+  -- the quadratic form `x† S(a) x` is the squared norm of `S(a/2) x`
   have key := overlapPow_inner h ho (a / 2) (a / 2) x x
   rw [add_halves] at key
@@ -120,5 +120,5 @@
             (overlapPow_zero_one η o).1, Matrix.one_mulVec]
       _ = 0 := by rw [h0, Matrix.mulVec_zero]
-  rw [← key, dotProduct_comm]
+  rw [← key]
   exact lt_of_le_of_ne (dotProduct_star_self_nonneg _)
     (fun h0 => hy (dotProduct_star_self_eq_zero.mp h0.symm))
```
